# Where z − H is invertible, the system block of the Green's matrix is singular exactly at bath eigenvalues

## Does the coupled orbital stop responding at the bath energy?

Take one orbital of energy a coupled to one bath level ε by amplitudes b and c. Inverting the 2 × 2 matrix z − H gives the orbital's Green's function

G(z) = (z − ε) / ((z − a)(z − ε) − bc).

If b and c are nonzero, the denominator at z = ε is −bc, so G(ε) = 0: the orbital's response vanishes at the energy of the isolated bath level. I believe the same holds for matrices. If H has system block A, bath block D and couplings B and C, and z is not an eigenvalue of H, then the determinant of the system block of (z − H)⁻¹ should vanish exactly when z is an eigenvalue of D. The usual derivation uses (z − D)⁻¹, which does not exist at precisely those energies. Can this be made rigorous, with a machine-checked proof that works at the zeros themselves?

## The first block column is enough

Yes. Only z − H has to be inverted. Write block matrices with a semicolon between rows, so that H = (A, B; C, D), and let G11 and G21 be the blocks in the first column of G = (z − H)⁻¹. The first block column of (z − H)G = 1 reads

(z − A)G11 − B G21 = 1

(z − D)G21 = C G11.

Now keep this column of G and replace the other by that of the identity. The two equations give

(z − H) (G11, 0; G21, 1) = (1, −B; 0, z − D).

Both block-triangular determinants are immediate, and therefore

det(z − H) · det G11 = det(z − D).

Since det(z − H) ≠ 0, det G11 vanishes exactly when det(z − D) does, that is, when Dv = zv for some v ≠ 0.

## Which system vectors are silenced

Suppose that system and bath amplitudes x and y satisfy

(z − A)x = By

(z − D)y = Cx.

Together these say that z − H annihilates (x, y), so x = 0 and y = 0.

Let G11 u = 0. Applying the block-column equations to u gives −B G21 u = u and (z − D)G21 u = 0. Hence v = −G21 u satisfies Dv = zv and Bv = u. If w satisfies the same two equations, then x = 0, y = w − v solves the coupled equations, so w = v.

Conversely, let Dv = zv and Bv = u, and set x = G11 u, y = G21 u + v. Then

(z − A)x = u + B G21 u = By

(z − D)y = C G11 u = Cx,

so G11 u = 0. The null vectors of G11 are thus the images Bv of solutions v of the bath eigenvalue equation at energy z, each from exactly one v.

## What the Lean statements say

The finite index types `m` and `n` label system and bath basis states, and `m ⊕ n` labels both together. `shifted z M` is z·1 − M, while `systemGreen` and `transferGreen` are G11 and G21. The hypothesis `hz` says that det(z − H) ≠ 0: z is not an energy of the coupled system. In the null-vector theorem, `∃!` expresses that v exists and is unique.

The energy z is complex, and H need not be Hermitian, so C is independent of B. The basis is treated as orthonormal, with no overlap matrix. Interactions and continuous baths are not covered. Nor does the file prove the Schur complement formula G11⁻¹ = z − A − B(z − D)⁻¹C, which requires z − D to be invertible.

For non-interacting impurity and embedding models with a finite bath, the result identifies zeros of the impurity Green's determinant, away from the eigenvalues of H, with bath levels.

```lean
import Mathlib

open Matrix

namespace GreenBlockZeros

noncomputable section

variable {m n : Type*} [Fintype m] [DecidableEq m] [Fintype n] [DecidableEq n]

/-- The matrix `z - M` for a complex energy `z`. -/
def shifted {k : Type*} [DecidableEq k] (z : ℂ) (M : Matrix k k ℂ) : Matrix k k ℂ :=
  z • (1 : Matrix k k ℂ) - M

/-- The system block `G11` of the Green's matrix `(z - H)⁻¹`, for `z` with `z - H` invertible. -/
def systemGreen (z : ℂ) (H : Matrix (m ⊕ n) (m ⊕ n) ℂ) : Matrix m m ℂ :=
  (shifted z H)⁻¹.toBlocks₁₁

/-- The block `G21` of the Green's matrix `(z - H)⁻¹`, leading from the system to the bath,
for `z` with `z - H` invertible. -/
def transferGreen (z : ℂ) (H : Matrix (m ⊕ n) (m ⊕ n) ℂ) : Matrix n m ℂ :=
  (shifted z H)⁻¹.toBlocks₂₁

variable {z : ℂ} {A : Matrix m m ℂ} {B : Matrix m n ℂ} {C : Matrix n m ℂ} {D : Matrix n n ℂ}

omit [Fintype m] [Fintype n] in
/-- The block form of `z - H`: the energy enters the diagonal blocks only. -/
theorem shifted_fromBlocks (z : ℂ) (A : Matrix m m ℂ) (B : Matrix m n ℂ)
    (C : Matrix n m ℂ) (D : Matrix n n ℂ) :
    shifted z (fromBlocks A B C D) = fromBlocks (shifted z A) (-B) (-C) (shifted z D) := by
  ext (i | i) (j | j) <;> simp [shifted, Matrix.one_apply]

/-- The equations of motion for the first block column of the Green's matrix. -/
theorem green_equations (hz : (shifted z (fromBlocks A B C D)).det ≠ 0) :
    shifted z A * systemGreen z (fromBlocks A B C D)
        - B * transferGreen z (fromBlocks A B C D) = 1 ∧
      shifted z D * transferGreen z (fromBlocks A B C D)
        = C * systemGreen z (fromBlocks A B C D) := by
  have h : fromBlocks (shifted z A) (-B) (-C) (shifted z D) *
      fromBlocks (systemGreen z (fromBlocks A B C D))
        (shifted z (fromBlocks A B C D))⁻¹.toBlocks₁₂
        (transferGreen z (fromBlocks A B C D))
        (shifted z (fromBlocks A B C D))⁻¹.toBlocks₂₂ = fromBlocks 1 0 0 1 := by
    rw [fromBlocks_one, ← shifted_fromBlocks, systemGreen, transferGreen, fromBlocks_toBlocks]
    exact mul_nonsing_inv _ (isUnit_iff_ne_zero.mpr hz)
  rw [fromBlocks_multiply, fromBlocks_inj] at h
  obtain ⟨h1, _, h3, _⟩ := h
  rw [Matrix.neg_mul, ← sub_eq_add_neg] at h1
  rw [Matrix.neg_mul, neg_add_eq_zero] at h3
  exact ⟨h1, h3.symm⟩

/-- The determinant of the system Green's matrix, multiplied by `det (z - H)`, is the
determinant `det (z - D)` of the isolated bath. -/
theorem det_mul_det_systemGreen (hz : (shifted z (fromBlocks A B C D)).det ≠ 0) :
    (shifted z (fromBlocks A B C D)).det * (systemGreen z (fromBlocks A B C D)).det
      = (shifted z D).det := by
  obtain ⟨h1, h2⟩ := green_equations hz
  -- keep the first block column of G and replace the second by that of the identity
  have h : shifted z (fromBlocks A B C D) *
      fromBlocks (systemGreen z (fromBlocks A B C D)) 0
        (transferGreen z (fromBlocks A B C D)) 1
      = fromBlocks 1 (-B) 0 (shifted z D) := by
    rw [shifted_fromBlocks, fromBlocks_multiply, fromBlocks_inj]
    refine ⟨?_, by simp, ?_, by simp⟩
    · rw [Matrix.neg_mul, ← sub_eq_add_neg]
      exact h1
    · rw [h2, Matrix.neg_mul, neg_add_cancel]
  have hd := congrArg Matrix.det h
  rw [det_mul, det_fromBlocks_zero₁₂, det_fromBlocks_zero₂₁, det_one, det_one,
    mul_one, one_mul] at hd
  exact hd

omit [DecidableEq m] [Fintype m] in
/-- A vector is annihilated by `z - D` exactly when it solves the bath eigenvalue equation
at energy `z`. -/
theorem shifted_mulVec_eq_zero_iff (v : n → ℂ) :
    shifted z D *ᵥ v = 0 ↔ D *ᵥ v = z • v := by
  rw [shifted, Matrix.sub_mulVec, Matrix.smul_mulVec, Matrix.one_mulVec, sub_eq_zero, eq_comm]

/-- If `z - H` is invertible, the determinant of the system Green's matrix at `z` vanishes exactly
when `z` is an eigenvalue of the isolated bath. -/
theorem det_systemGreen_eq_zero_iff (hz : (shifted z (fromBlocks A B C D)).det ≠ 0) :
    (systemGreen z (fromBlocks A B C D)).det = 0 ↔ ∃ v : n → ℂ, v ≠ 0 ∧ D *ᵥ v = z • v := by
  have h : (systemGreen z (fromBlocks A B C D)).det = 0 ↔ (shifted z D).det = 0 := by
    rw [← det_mul_det_systemGreen hz, mul_eq_zero, or_iff_right hz]
  rw [h, ← Matrix.exists_mulVec_eq_zero_iff]
  simp only [shifted_mulVec_eq_zero_iff]

/-- If `z - H` is invertible, the coupled equations for the system amplitude `x` and the bath
amplitude `y` at energy `z` have only the zero solution. -/
theorem coupled_amplitudes_eq_zero (hz : (shifted z (fromBlocks A B C D)).det ≠ 0)
    {x : m → ℂ} {y : n → ℂ} (hx : shifted z A *ᵥ x = B *ᵥ y)
    (hy : shifted z D *ᵥ y = C *ᵥ x) : x = 0 ∧ y = 0 := by
  have h : shifted z (fromBlocks A B C D) *ᵥ Sum.elim x y = 0 := by
    rw [shifted_fromBlocks, fromBlocks_mulVec]
    ext (i | i) <;> simp [Matrix.neg_mulVec, hx, hy]
  have h0 := Matrix.eq_zero_of_mulVec_eq_zero hz h
  exact ⟨funext fun i => congrFun h0 (Sum.inl i), funext fun i => congrFun h0 (Sum.inr i)⟩

/-- If `z - H` is invertible, the null vectors of the system Green's matrix are the images `B v` of
solutions `v` of the bath eigenvalue equation at energy `z`, and each null vector comes from exactly
one `v`. -/
theorem systemGreen_mulVec_eq_zero_iff (hz : (shifted z (fromBlocks A B C D)).det ≠ 0)
    (u : m → ℂ) :
    systemGreen z (fromBlocks A B C D) *ᵥ u = 0 ↔
      ∃! v : n → ℂ, D *ᵥ v = z • v ∧ B *ᵥ v = u := by
  obtain ⟨h1, h2⟩ := green_equations hz
  have e1 := congrArg (fun M => M *ᵥ u) h1
  have e2 := congrArg (fun M => M *ᵥ u) h2
  simp only [Matrix.sub_mulVec, ← Matrix.mulVec_mulVec, Matrix.one_mulVec] at e1 e2
  constructor
  · intro hu
    rw [hu, Matrix.mulVec_zero] at e1 e2
    rw [zero_sub] at e1
    -- the bath vector v is minus the amplitude transferred from u
    refine ⟨-(transferGreen z (fromBlocks A B C D) *ᵥ u), ⟨?_, ?_⟩, ?_⟩
    · rw [← shifted_mulVec_eq_zero_iff, Matrix.mulVec_neg, e2, neg_zero]
    · rw [Matrix.mulVec_neg, e1]
    · rintro w ⟨hw, hB⟩
      rw [← shifted_mulVec_eq_zero_iff] at hw
      have h := (coupled_amplitudes_eq_zero hz (x := 0)
        (y := w + transferGreen z (fromBlocks A B C D) *ᵥ u)
        (by rw [Matrix.mulVec_zero, Matrix.mulVec_add, hB]
            nth_rewrite 1 [← e1]
            rw [neg_add_cancel])
        (by rw [Matrix.mulVec_zero, Matrix.mulVec_add, hw, e2, add_zero])).2
      exact eq_neg_of_add_eq_zero_left h
  · rintro ⟨v, ⟨hv, hB⟩, _⟩
    rw [← shifted_mulVec_eq_zero_iff] at hv
    exact (coupled_amplitudes_eq_zero hz
      (y := transferGreen z (fromBlocks A B C D) *ᵥ u + v)
      (by rw [Matrix.mulVec_add, hB]; exact sub_eq_iff_eq_add'.mp e1)
      (by rw [Matrix.mulVec_add, hv, add_zero, e2])).1

/-- If a bath eigenvector at energy `z` is annihilated by the coupling `B`, then `z - H` is
singular. -/
theorem det_eq_zero_of_decoupled {v : n → ℂ} (hv : v ≠ 0) (hD : D *ᵥ v = z • v)
    (hB : B *ᵥ v = 0) : (shifted z (fromBlocks A B C D)).det = 0 := by
  by_contra hz
  rw [← shifted_mulVec_eq_zero_iff] at hD
  exact hv (coupled_amplitudes_eq_zero hz (x := 0) (by simp [hB]) (by simp [hD])).2

/-- For one orbital coupled to bath levels `ε k`, the orbital Green's function multiplied by
`det (z - H)` is the product of all `z - ε k`. -/
theorem single_orbital_green {A : Matrix Unit Unit ℂ} {B : Matrix Unit n ℂ}
    {C : Matrix n Unit ℂ} {ε : n → ℂ}
    (hz : (shifted z (fromBlocks A B C (diagonal ε))).det ≠ 0) :
    (shifted z (fromBlocks A B C (diagonal ε))).det *
      systemGreen z (fromBlocks A B C (diagonal ε)) () () = ∏ k, (z - ε k) := by
  have hD : shifted z (diagonal ε) = diagonal (fun k => z - ε k) := by
    ext i j
    by_cases hij : i = j
    · subst hij
      simp [shifted]
    · simp [shifted, hij]
  have h := det_mul_det_systemGreen hz
  rw [hD, det_diagonal, det_unique (systemGreen z _)] at h
  exact h

/-- For an orbital of energy `a` coupled to one bath level `ε` by nonzero amplitudes `b` and `c`,
`ε - H` is invertible and the orbital Green's function vanishes at `z = ε`. -/
theorem two_level_zero (a b c ε : ℂ) (hb : b ≠ 0) (hc : c ≠ 0) :
    let H : Matrix (Unit ⊕ Unit) (Unit ⊕ Unit) ℂ :=
      fromBlocks (of fun _ _ => a) (of fun _ _ => b) (of fun _ _ => c) (diagonal fun _ => ε)
    (shifted ε H).det ≠ 0 ∧ systemGreen ε H () () = 0 := by
  intro H
  -- the explicit inverse of ε - H
  have hinv : shifted ε H * fromBlocks (of fun _ _ => 0) (of fun _ _ => -c⁻¹)
      (of fun _ _ => -b⁻¹) (of fun _ _ => (a - ε) * b⁻¹ * c⁻¹) = 1 := by
    rw [shifted_fromBlocks, fromBlocks_multiply, ← fromBlocks_one, fromBlocks_inj]
    refine ⟨?_, ?_, ?_, ?_⟩ <;> ext i j <;> simp [shifted, Matrix.mul_apply, hb, hc]
    field_simp
    ring
  have hz : (shifted ε H).det ≠ 0 := (Matrix.isUnit_det_of_right_inverse hinv).ne_zero
  refine ⟨hz, ?_⟩
  have h := single_orbital_green hz
  simp only [sub_self, Finset.univ_unique, Finset.prod_singleton] at h
  exact (mul_eq_zero.mp h).resolve_left hz

end

end GreenBlockZeros
```

```lean
#print axioms GreenBlockZeros.det_systemGreen_eq_zero_iff
-- 'GreenBlockZeros.det_systemGreen_eq_zero_iff' depends on axioms: [propext, Classical.choice, Quot.sound]
#print axioms GreenBlockZeros.systemGreen_mulVec_eq_zero_iff
-- 'GreenBlockZeros.systemGreen_mulVec_eq_zero_iff' depends on axioms: [propext, Classical.choice, Quot.sound]
#print axioms GreenBlockZeros.det_eq_zero_of_decoupled
-- 'GreenBlockZeros.det_eq_zero_of_decoupled' depends on axioms: [propext, Classical.choice, Quot.sound]
#print axioms GreenBlockZeros.two_level_zero
-- 'GreenBlockZeros.two_level_zero' depends on axioms: [propext, Classical.choice, Quot.sound]
```

## How the proof follows the algebra

`shifted_fromBlocks` puts z − H in block form. `green_equations` multiplies it by its inverse and compares blocks, which gives the two equations for G11 and G21. `det_mul_det_systemGreen` builds the matrix with the replaced column, checks the product block by block and takes determinants of both sides.

`shifted_mulVec_eq_zero_iff` translates (z − D)v = 0 into Dv = zv. With it, `det_systemGreen_eq_zero_iff` cancels the nonzero factor det(z − H) and turns a vanishing determinant into an eigenvector.

`coupled_amplitudes_eq_zero` joins x and y into one vector and uses the invertibility of z − H. `systemGreen_mulVec_eq_zero_iff` calls it twice, with the amplitudes chosen above: once for the uniqueness of v and once for the converse. `det_eq_zero_of_decoupled` applies it to (0, v): a bath eigenvector v at energy z with Bv = 0 would be a nonzero solution, so z − H must be singular.

For one orbital and a diagonal bath, `single_orbital_green` evaluates det(z − D) and obtains

det(z − H) · G11 = ∏ₖ (z − εₖ).

`two_level_zero` returns to the opening example. It verifies the explicit inverse

(ε − H)⁻¹ = (0, −1/c; −1/b, (a − ε)/(bc)),

which shows that ε − H is invertible, and then reads off the zero from the one-factor product.

## A decoupled level and no bath at all

The condition b ≠ 0 matters already for two levels. Set b = 0 and take a ≠ ε. Then ε − H is singular, and wherever z − H is invertible, the orbital's Green's function is

G(z) = 1/(z − a).

This has no zero, and it tends to 1/(ε − a) as z approaches ε. The factor z − ε has cancelled between numerator and denominator, so the bath level leaves no trace in the orbital's Green's function.

If there are no bath levels at all, D is a 0 × 0 matrix and det(z − D) = 1. The identity becomes det(z − A) · det G11 = 1, and there are no zeros.
